# For positive weights, the ν distance between sets of positive fit parameters is a metric

## A yardstick that changes from pair to pair

I compute energy–volume curves of a crystal with several electronic-structure codes and fit an equation of state to each. Every fit gives an equilibrium volume \(V_0\), a bulk modulus \(B_0\) and its pressure derivative \(B_1\). To compare two fits I take the difference in each parameter, divide it by the mean of the two values, multiply by a weight, and form the root of the sum of squares, ν.

What bothers me is the denominator. It depends on the pair, so each comparison uses a slightly different yardstick. If codes A and B both lie within 0.1 of a reference code, may I conclude that they lie within 0.2 of each other? For an ordinary Euclidean distance I would not hesitate, but here I can't see why it should hold.

## Yes, as long as every parameter is positive

The choice that settles this is which parameter sets to admit: finite lists of strictly positive real numbers, and not arbitrary real triples. On these lists, with positive weights, ν is symmetric, vanishes only for equal lists, and satisfies the triangle inequality. Your conclusion about A and B is therefore right. If \(B_1\) is negative in some of the fits and positive in others, the inequality can fail, as an example below shows.

For parameter sets \(x\) and \(y\) with entries \(x_i, y_i\) and weights \(w_i\), the distance is

\[
\nu(x,y)=\sqrt{\sum_i\left(\frac{2w_i(x_i-y_i)}{x_i+y_i}\right)^2}.
\]

The weights express how much a relative change in each parameter should count, for instance because the energy curve responds more strongly to \(V_0\) than to \(B_1\). They are an input here.

### Relative differences combine like velocities

Consider a single parameter with positive values \(x, y, z\) in three fits, and call \((x-y)/(x+y)\) the contrast of \(x\) and \(y\). It is half the usual symmetric relative difference. Since \(-(x+y)<x-y<x+y\), its modulus is below one.

Write

\[
a=\frac{x-y}{x+y},\qquad b=\frac{y-z}{y+z},\qquad c=\frac{x-z}{x+z}.
\]

Over the common denominator \((x+y)(y+z)\), the numerator of \(1+ab\) is

\[
(x+y)(y+z)+(x-y)(y-z)=2y(x+z),
\]

and that of \(a+b\) is

\[
(x-y)(y+z)+(y-z)(x+y)=2y(x-z).
\]

Multiplying the first by \(c\) gives the second, so

\[
c\,(1+ab)=a+b .
\]

This is the rule for adding collinear velocities in units of the speed of light. The triangle inequality \(|c|\le|a|+|b|\) follows in three cases.

- If \(ac\ge 0\), rewrite the rule as \(c=a+b(1-ac)\). Because \(|a|\) and \(|c|\) are below one, \(0\le 1-ac\le 1\), and hence \(|c|\le|a|+|b|(1-ac)\le|a|+|b|\).
- If \(bc\ge 0\), the same argument works with \(a\) and \(b\) exchanged.
- If \(ac\le 0\) and \(bc\le 0\), multiply the rule by \(c\) to get \(c^2(1+ab)=ac+bc\le 0\). Since \(1+ab>0\), this forces \(c=0\), and the inequality is trivial.

### From one parameter to the whole fit

Let \(f_i\), \(g_i\) and \(h_i\) be the weighted terms inside ν for the pairs \((x,y)\), \((y,z)\) and \((x,z)\). Each is \(2w_i\) times a contrast, so \(|h_i|\le|f_i|+|g_i|\). Squaring, summing and applying the Cauchy–Schwarz inequality to the cross term gives

\[
\sum_i h_i^2\le\sum_i f_i^2+2\sum_i|f_i||g_i|+\sum_i g_i^2
\le\left(\sqrt{\sum_i f_i^2}+\sqrt{\sum_i g_i^2}\right)^2 .
\]

Taking roots yields \(\nu(x,z)\le\nu(x,y)+\nu(y,z)\).

Symmetry holds because exchanging \(x\) and \(y\) only reverses the sign of each term before it is squared. If \(\nu(x,y)=0\), every term vanishes; since \(w_i\) and \(x_i+y_i\) are positive, \(x_i=y_i\) for every \(i\). Conversely, equal sets have distance zero.

Two further properties follow directly. Expressing parameter \(i\) in another unit multiplies \(x_i\) and \(y_i\) by a common nonzero factor, which cancels. And since every contrast has modulus below one, \(\nu(x,y)<\sqrt{\sum_i(2w_i)^2}\) whenever there is at least one parameter.

### Three fits in numbers, and one negative value

Take weights \((1,\,0.1,\,0.1)\) and the invented triples \(X=(20.2,\,105,\,4.4)\) and \(Y=(19.8,\,95,\,3.6)\), in any fixed units. The three weighted terms are

\[
\frac{2\cdot 0.4}{40}=0.02,\qquad
0.1\cdot\frac{2\cdot 10}{200}=0.01,\qquad
0.1\cdot\frac{2\cdot 0.8}{8}=0.02,
\]

so \(\nu(X,Y)=\sqrt{0.0004+0.0001+0.0004}=0.03\). Now go through \(Z=(20.2,\,105,\,3.6)\). The first leg changes only the third parameter and has length \(0.02\). The second changes the other two and has length \(\sqrt{0.0005}\approx 0.0224\). The detour is about \(0.0424\) long, which is more than \(0.03\), as it should be.

For the failure, take one parameter of unit weight with values \(2\), \(4\) and \(-1\). Then \(\nu(2,4)=2/3\) and \(\nu(4,-1)=10/3\), which add up to \(4\), while \(\nu(2,-1)=6\). All three pairwise sums are positive in this example, so positive denominators alone do not secure the triangle inequality.

### What the Lean theorems say

A parameter set is a function `x : ι → ℝ`, where `ι` is any finite index type, and the weights are a function `w` of the same kind. Positivity is not built into the type. It enters through hypotheses such as `hx : ∀ i, 0 < x i`, which are conditions to be checked on the fits. `contrast` and `nu` are the two quantities defined above, with no overall prefactor in `nu`; if your convention includes one, it rescales all distances alike.

`nu_is_metric` takes positive weights and three positive parameter sets, and states symmetry, the equivalence `nu w x y = 0 ↔ x = y`, and the triangle inequality. It covers any finite number of parameters. Equation-of-state fits are the case of three indices, for which `nu_triple` writes the distance out. There `V`, `B` and `D` stand for \(V_0\), \(B_0\) and \(B_1\), primes mark the second fit, and `a`, `b`, `c` are weights, not the contrasts of the derivation.

`nu_change_units` is the invariance under a change of units, with `c i` as the nonzero conversion factor. `nu_lt` is the strict upper bound, and its assumption `[Nonempty ι]` supplies the one parameter it needs. `triangle_fails_for_negative` is the example with \(2\), \(4\) and \(-1\). Lean evaluates a quotient with zero denominator as zero, which affects `nu_triple` and `nu_change_units` only if some \(x_i+y_i\) vanishes.

For electronic-structure work, this means that agreement with a common reference limits the disagreement between two codes, provided that agreement is measured by ν on finitely many positive fitted parameters. The step left to you is the one from computed energies to those parameters: the theorems take the fitted numbers as given, and do not say how well they represent the energy–volume curves or how uncertain they are.

```lean
import Mathlib

open Finset

namespace NuMetric

noncomputable section

/-- The contrast `(x - y) / (x + y)` of two values of one parameter, meant for `x + y ≠ 0`. -/
def contrast (x y : ℝ) : ℝ := (x - y) / (x + y)

/-- The weighted distance nu between two sets of fitted parameters, meant for sets in which
no sum `x i + y i` vanishes. -/
def nu {ι : Type*} [Fintype ι] (w x y : ι → ℝ) : ℝ :=
  √(∑ i, (2 * w i * (x i - y i) / (x i + y i)) ^ 2)

/-- The contrast of two positive values is smaller than one in modulus. -/
theorem abs_contrast_lt_one {x y : ℝ} (hx : 0 < x) (hy : 0 < y) : |contrast x y| < 1 := by
  have h : 0 < x + y := add_pos hx hy
  unfold contrast
  rw [abs_lt]
  constructor
  · rw [lt_div_iff₀ h]; linarith
  · rw [div_lt_iff₀ h]; linarith

/-- Contrasts of positive values compose by the rule for adding collinear velocities
in units of the speed of light. -/
theorem contrast_comp {x y z : ℝ} (hx : 0 < x) (hy : 0 < y) (hz : 0 < z) :
    contrast x z * (1 + contrast x y * contrast y z) = contrast x y + contrast y z := by
  have h1 : x + y ≠ 0 := by positivity
  have h2 : y + z ≠ 0 := by positivity
  have h3 : x + z ≠ 0 := by positivity
  unfold contrast
  field_simp
  ring

/-- For a single positive parameter the modulus of the contrast obeys the triangle inequality. -/
theorem contrast_triangle {x y z : ℝ} (hx : 0 < x) (hy : 0 < y) (hz : 0 < z) :
    |contrast x z| ≤ |contrast x y| + |contrast y z| := by
  -- the case in which the total contrast `c` has the sign of one of the two parts
  have step : ∀ a b c : ℝ, |a| < 1 → |c| < 1 → c * (1 + a * b) = a + b → 0 ≤ a * c →
      |c| ≤ |a| + |b| := by
    intro a b c ha hc h h0
    have hac : a * c ≤ 1 := by
      have h1 := mul_le_one₀ ha.le (abs_nonneg c) hc.le
      rw [← abs_mul] at h1
      linarith [le_abs_self (a * c)]
    calc |c| = |a + b * (1 - a * c)| := by
          congr 1
          linear_combination h
      _ ≤ |a| + |b * (1 - a * c)| := abs_add_le _ _
      _ ≤ |a| + |b| := by
          rw [abs_mul, abs_of_nonneg (sub_nonneg.2 hac)]
          nlinarith [mul_nonneg (abs_nonneg b) h0]
  have key : ∀ a b c : ℝ, |a| < 1 → |b| < 1 → |c| < 1 → c * (1 + a * b) = a + b →
      |c| ≤ |a| + |b| := by
    intro a b c ha hb hc h
    rcases le_total 0 (a * c) with h1 | h1
    · exact step a b c ha hc h h1
    rcases le_total 0 (b * c) with h2 | h2
    · have h3 := step b a c hb hc (by linear_combination h) h2
      linarith
    -- a total contrast opposed to both parts must vanish
    have hp : 0 < 1 + a * b := by
      have h3 := mul_le_of_le_one_right (abs_nonneg a) hb.le
      rw [← abs_mul] at h3
      linarith [neg_abs_le (a * b)]
    have h4 : c ^ 2 * (1 + a * b) = a * c + b * c := by linear_combination c * h
    have h5 : c ^ 2 ≤ 0 := by
      by_contra hn
      linarith [mul_pos (not_le.1 hn) hp]
    have h6 : c = 0 := (pow_eq_zero_iff two_ne_zero).1 (le_antisymm h5 (sq_nonneg c))
    rw [h6, abs_zero]
    positivity
  exact key _ _ _ (abs_contrast_lt_one hx hy) (abs_contrast_lt_one hy hz)
    (abs_contrast_lt_one hx hz) (contrast_comp hx hy hz)

variable {ι : Type*} [Fintype ι]

/-- If the modulus of each component of `h` is bounded by the sum of the moduli of those of `f` and
`g`, the root of the sum of squares of `h` is bounded by the sum of those of `f` and `g`. -/
theorem sqrt_sum_sq_le (f g h : ι → ℝ) (hfg : ∀ i, |h i| ≤ |f i| + |g i|) :
    √(∑ i, h i ^ 2) ≤ √(∑ i, f i ^ 2) + √(∑ i, g i ^ 2) := by
  have hF : 0 ≤ ∑ i, f i ^ 2 := sum_nonneg fun i _ => sq_nonneg _
  have hG : 0 ≤ ∑ i, g i ^ 2 := sum_nonneg fun i _ => sq_nonneg _
  -- Cauchy-Schwarz for the cross term
  have hcs := Real.sum_mul_le_sqrt_mul_sqrt univ (fun i => |f i|) (fun i => |g i|)
  simp only [sq_abs] at hcs
  have hsum : ∑ i, h i ^ 2 ≤ ∑ i, f i ^ 2 + 2 * ∑ i, |f i| * |g i| + ∑ i, g i ^ 2 := by
    rw [mul_sum, ← sum_add_distrib, ← sum_add_distrib]
    refine sum_le_sum fun i _ => ?_
    have h1 := pow_le_pow_left₀ (abs_nonneg (h i)) (hfg i) 2
    rw [sq_abs] at h1
    nlinarith [sq_abs (f i), sq_abs (g i)]
  rw [Real.sqrt_le_iff]
  refine ⟨by positivity, ?_⟩
  nlinarith [Real.sq_sqrt hF, Real.sq_sqrt hG]

/-- For positive weights, nu is a metric on sets of positive parameters: it is symmetric,
vanishes exactly for equal sets, and satisfies the triangle inequality. -/
theorem nu_is_metric (w : ι → ℝ) (hw : ∀ i, 0 < w i) (x y z : ι → ℝ)
    (hx : ∀ i, 0 < x i) (hy : ∀ i, 0 < y i) (hz : ∀ i, 0 < z i) :
    nu w x y = nu w y x ∧ (nu w x y = 0 ↔ x = y) ∧ nu w x z ≤ nu w x y + nu w y z := by
  refine ⟨?_, ⟨?_, ?_⟩, ?_⟩
  · refine congrArg Real.sqrt (sum_congr rfl fun i _ => ?_)
    rw [add_comm (y i) (x i)]
    ring
  · -- a vanishing sum of squares has vanishing terms
    intro h
    unfold nu at h
    rw [Real.sqrt_eq_zero (sum_nonneg fun i _ => sq_nonneg _),
      sum_eq_zero_iff_of_nonneg (fun i _ => sq_nonneg _)] at h
    funext i
    have hi := (pow_eq_zero_iff two_ne_zero).1 (h i (mem_univ i))
    have hwi := hw i
    have hxi := hx i
    have hyi := hy i
    rcases div_eq_zero_iff.1 hi with h1 | h1
    · rcases mul_eq_zero.1 h1 with h2 | h2 <;> linarith
    · linarith
  · rintro rfl
    simp [nu]
  · have hi : ∀ i, |2 * w i * (x i - z i) / (x i + z i)| ≤
        |2 * w i * (x i - y i) / (x i + y i)| + |2 * w i * (y i - z i) / (y i + z i)| := by
      intro i
      have e : ∀ u v : ℝ, |2 * w i * (u - v) / (u + v)| = |2 * w i| * |contrast u v| := by
        intro u v
        rw [mul_div_assoc, abs_mul, contrast]
      rw [e (x i) (z i), e (x i) (y i), e (y i) (z i), ← mul_add]
      exact mul_le_mul_of_nonneg_left (contrast_triangle (hx i) (hy i) (hz i)) (abs_nonneg _)
    unfold nu
    exact sqrt_sum_sq_le _ _ _ hi

/-- For the triple of equilibrium volume, bulk modulus and its pressure derivative, nu is the root
of the sum of the squares of three weighted terms. -/
theorem nu_triple (a b c V B D V' B' D' : ℝ) :
    nu ![a, b, c] ![V, B, D] ![V', B', D'] =
      √((2 * a * (V - V') / (V + V')) ^ 2 + (2 * b * (B - B') / (B + B')) ^ 2
        + (2 * c * (D - D') / (D + D')) ^ 2) := by
  simp [nu, Fin.sum_univ_three]

/-- Changing the unit of each parameter by a nonzero factor leaves nu unchanged. -/
theorem nu_change_units (w x y c : ι → ℝ) (hc : ∀ i, c i ≠ 0) :
    nu w (fun i => c i * x i) (fun i => c i * y i) = nu w x y := by
  refine congrArg Real.sqrt (sum_congr rfl fun i _ => ?_)
  have h : 2 * w i * (c i * x i - c i * y i) / (c i * x i + c i * y i)
      = 2 * w i * (x i - y i) / (x i + y i) := by
    rw [← mul_add, show 2 * w i * (c i * x i - c i * y i) = c i * (2 * w i * (x i - y i)) by ring,
      mul_div_mul_left _ _ (hc i)]
  exact congrArg (fun t : ℝ => t ^ 2) h

/-- For at least one parameter, positive weights and positive parameters, nu stays strictly
below the root of the sum of the squares of the doubled weights. -/
theorem nu_lt [Nonempty ι] (w x y : ι → ℝ) (hw : ∀ i, 0 < w i)
    (hx : ∀ i, 0 < x i) (hy : ∀ i, 0 < y i) : nu w x y < √(∑ i, (2 * w i) ^ 2) := by
  refine Real.sqrt_lt_sqrt (sum_nonneg fun i _ => sq_nonneg _)
    (sum_lt_sum_of_nonempty univ_nonempty fun i _ => ?_)
  have hwi := hw i
  have h := (sq_lt_one_iff_abs_lt_one _).2 (abs_contrast_lt_one (hx i) (hy i))
  rw [mul_div_assoc, mul_pow]
  exact mul_lt_of_lt_one_right (by positivity) h

/-- With a negative parameter value the triangle inequality can fail: for one parameter of
unit weight it is violated by the values 2, 4 and -1. -/
theorem triangle_fails_for_negative :
    nu (fun _ : Fin 1 => 1) (fun _ => 2) (fun _ => 4)
      + nu (fun _ : Fin 1 => 1) (fun _ => 4) (fun _ => -1)
      < nu (fun _ : Fin 1 => 1) (fun _ => 2) (fun _ => -1) := by
  simp only [nu, univ_unique, sum_singleton, Real.sqrt_sq_eq_abs]
  norm_num [abs_div]

end

end NuMetric
```

```lean
#print axioms NuMetric.nu_is_metric
#print axioms NuMetric.nu_change_units
#print axioms NuMetric.nu_lt
#print axioms NuMetric.triangle_fails_for_negative
```

```
'NuMetric.nu_is_metric' depends on axioms: [propext, Classical.choice, Quot.sound]
'NuMetric.nu_change_units' depends on axioms: [propext, Classical.choice, Quot.sound]
'NuMetric.nu_lt' depends on axioms: [propext, Classical.choice, Quot.sound]
'NuMetric.triangle_fails_for_negative' depends on axioms: [propext, Classical.choice, Quot.sound]
```

### How the Lean proof runs

`abs_contrast_lt_one` splits the bound on the modulus into its two one-sided inequalities. Each is multiplied by the positive denominator and closed by `linarith`. `contrast_comp` is the velocity rule: once the three denominators are known to be nonzero, `field_simp` clears them and `ring` checks the polynomial identity that was expanded above.

`contrast_triangle` contains the case distinction. The inner statement `step` treats a total contrast \(c\) with \(ac\ge 0\). It first derives \(ac\le 1\) from the bounds on the moduli, then rewrites \(c\) as \(a+b(1-ac)\) with `linear_combination h`, and finishes with the triangle inequality for real numbers. The inner statement `key` uses `step` directly when \(ac\ge 0\), and with \(a\) and \(b\) exchanged when \(bc\ge 0\). In the remaining case it shows that \(1+ab\) is positive and that \(c^2\le 0\), so \(c\) vanishes. The last lines insert the actual contrasts, whose bounds and composition rule come from the two preceding lemmas.

`sqrt_sum_sq_le` is the passage to several parameters, stated for arbitrary real functions `f`, `g` and `h`. The Cauchy–Schwarz inequality enters as `hcs`, and the summed squares of the componentwise bounds as `hsum`. `Real.sqrt_le_iff` then turns the claim about roots into one about squares, which `nlinarith` assembles from these two facts.

In `nu_is_metric`, `refine` separates symmetry, the two directions of the equivalence, and the triangle inequality. Symmetry is shown term by term under the root. For separation, a vanishing sum of nonnegative terms gives a vanishing term at each index `i`. The proof then goes through the ways in which that quotient could be zero: a zero weight or a zero denominator contradicts positivity, which leaves \(x_i=y_i\). For the triangle inequality, the local identity `e` pulls the factor `|2 * w i|` out of each term, `contrast_triangle` supplies the bound for one parameter, and `sqrt_sum_sq_le` combines the components.

The remaining proofs are short. `nu_triple` expands the sum over three indices, and `nu_change_units` cancels the common factor in each quotient. `nu_lt` compares the two sums term by term, using that the square of each contrast is below one. In `triangle_fails_for_negative` the sum has a single term, the root of its square becomes a modulus, and `norm_num` confirms that \(4<6\).
